# Complex fractional-order amplitudes fix a surface density up to a substrate-periodic function

A reconstructed surface often has a larger repeat cell than the crystal beneath it. Diffraction then shows fractional-order rods between the integer-order rods of the substrate. In single scattering an ideal bulk contributes nothing to the fractional-order rods, so they isolate the reconstruction. How much of the surface density can be recovered from them, even if their phases are known?

## Equal fractional-order rods mean a periodic difference

Let the finite abelian group $A$ be the grid of surface sites with periodic boundary conditions, and let the subgroup $H$ be the substrate translations. A density is a function $f:A\to\mathbb C$. It may be complex because, at fixed perpendicular momentum transfer, it can include the phase accumulated over depth.

A rod is labelled by a character $\psi$ of $A$, that is, a plane wave compatible with the boundary conditions. Its amplitude is

$$F_f(\psi)=\sum_{x\in A} f(x)\,\psi(x).$$

The rod is of fractional order if $\psi(h)\neq1$ for some $h\in H$, and of integer order otherwise. For two densities $f,g$,

$$F_f(\psi)=F_g(\psi)\ \text{on all fractional-order rods}\iff f-g\ \text{is } H\text{-periodic}.$$

## A Fourier map with the integer orders left out

Take one cell of a $p\times q$ reconstruction, sampled on an $N_1\times N_2$ grid, with $p$ dividing $N_1$ and $q$ dividing $N_2$. The substrate translations are generated by $(N_1/p,0)$ and $(0,N_2/q)$. The Fourier coefficient with integer indices $(k,l)$ belongs to the rod $(k/p,\,l/q)$ in substrate units, which is of integer order exactly when $p$ divides $k$ and $q$ divides $l$.

Suppose that all complex fractional-order amplitudes are known, and that a code builds a map from them by setting the integer-order coefficients to zero before the inverse FFT, normalised by $1/(N_1N_2)$. The resulting array is

$$f(x)-\frac1{|H|}\sum_{h\in H}f(x+h),$$

the density minus its average over equivalent sites in the $pq$ substrate cells. A non-negative density can therefore give a map with negative regions, and an atom repeated identically in every substrate cell disappears from it.

## From translation phases to the periodic part

**Translation.** For $h\in A$, relabelling the sites gives

$$\psi(h)\sum_x f(x+h)\psi(x)=\sum_x f(x+h)\psi(x+h)=F_f(\psi).$$

**Inversion.** If $z\neq0$, some character $\chi$ has $\chi(z)\neq1$. Multiplication by $\chi$ permutes the characters, so $c=\sum_\psi\psi(z)$ satisfies $\chi(z)c=c$, and $c=0$. For $z=0$ the sum is $|A|$, the number of characters. Hence

$$\sum_\psi F_f(\psi)\psi(-y)=\sum_x f(x)\sum_\psi\psi(x-y)=|A|\,f(y),$$

and all rods together determine $f$.

**Extinction.** Let $f$ be $H$-periodic and $\psi(h)\neq1$ with $h\in H$. The translation rule becomes $(\psi(h)-1)F_f(\psi)=0$, so $F_f(\psi)=0$. Conversely, suppose that all fractional-order amplitudes vanish, and translate $f$ by $h\in H$. Where $\psi(h)=1$, the amplitude is unchanged. Where $\psi(h)\neq1$, it is zero before and after, since $\psi(h)\neq0$. All amplitudes agree, so inversion gives $f(x+h)=f(x)$.

**Difference.** Since $F_{f-g}=F_f-F_g$, extinction applied to $f-g$ gives the equivalence.

Two consequences follow. The density $f+1$ always has the same fractional-order rods as $f$, so positivity does not remove the ambiguity. If $f$ and $g$ share these rods and agree at one site of each coset of $H$, their periodic difference is zero everywhere.

**Integer orders.** Define the folded density $Sf(x)=\sum_{h\in H}f(x+h)$. It is $H$-periodic, because a substrate translation permutes its terms, so its fractional-order amplitudes vanish. On integer-order rods the translation rule gives $F_{Sf}(\psi)=|H|F_f(\psi)$. Integer-order rods of $f$ and $g$ therefore agree exactly when $Sf=Sg$: if the rods agree, so do all amplitudes of the folds, and inversion applies; if the folds agree, divide by $|H|$. The same facts give the map formula above: $f-Sf/|H|$ has the fractional-order amplitudes of $f$, and its integer-order amplitudes vanish.

## The Lean file

```lean
import Mathlib

open Finset

namespace FractionalOrderRods

noncomputable section

variable {A : Type*} [AddCommGroup A]

/-- A rod, given by a character of the surface group, is of fractional order if its phase
differs from one for some substrate translation in `H`. -/
def IsFractional (H : AddSubgroup A) (ψ : AddChar A ℂ) : Prop :=
  ∃ h ∈ H, ψ h ≠ 1

/-- A density is substrate-periodic if every substrate translation in `H` leaves it unchanged. -/
def IsSubstratePeriodic (H : AddSubgroup A) (f : A → ℂ) : Prop :=
  ∀ h ∈ H, ∀ x, f (x + h) = f x

/-- The density folded into the substrate cell: the sum of its values over all substrate
translates of a site. -/
def substrateFold (H : AddSubgroup A) [Fintype H] (f : A → ℂ) (x : A) : ℂ :=
  ∑ h : H, f (x + (h : A))

/-- The folded density is substrate-periodic. -/
theorem substrateFold_periodic (H : AddSubgroup A) [Fintype H] (f : A → ℂ) :
    IsSubstratePeriodic H (substrateFold H f) := by
  intro k hk x
  unfold substrateFold
  -- a substrate translation only permutes the terms of the sum
  refine Eq.trans ?_
    (Equiv.sum_comp (Equiv.addLeft (⟨k, hk⟩ : H)) (fun h : H => f (x + (h : A))))
  refine Finset.sum_congr rfl fun h _ => ?_
  simp [add_assoc]

variable [Fintype A]

/-- The scattering amplitude of a density on a rod: the sum over all sites of density times
phase. -/
def structureFactor (f : A → ℂ) (ψ : AddChar A ℂ) : ℂ :=
  ∑ x, f x * ψ x

/-- Translating a density changes its scattering amplitude only by the phase of the
translation. -/
theorem structureFactor_shift (f : A → ℂ) (ψ : AddChar A ℂ) (h : A) :
    ψ h * structureFactor (fun x => f (x + h)) ψ = structureFactor f ψ := by
  unfold structureFactor
  rw [Finset.mul_sum]
  refine Eq.trans ?_ (Equiv.sum_comp (Equiv.addRight h) (fun x => f x * ψ x))
  refine Finset.sum_congr rfl fun x _ => ?_
  simp only [Equiv.coe_addRight, AddChar.map_add_eq_mul]
  ring

/-- Fourier inversion: the amplitudes on all rods, summed with the opposite phases, return the
density at a site times the number of sites. -/
theorem structureFactor_inversion (f : A → ℂ) (y : A) :
    ∑ ψ : AddChar A ℂ, structureFactor f ψ * ψ (-y) = (Fintype.card A : ℂ) * f y := by
  classical
  -- orthogonality of characters singles out the site `y`
  have key : ∀ x, ∑ ψ : AddChar A ℂ, f x * ψ x * ψ (-y)
      = if x = y then (Fintype.card A : ℂ) * f y else 0 := by
    intro x
    have e : ∑ ψ : AddChar A ℂ, f x * ψ x * ψ (-y)
        = f x * ∑ ψ : AddChar A ℂ, ψ (x + -y) := by
      rw [Finset.mul_sum]
      refine Finset.sum_congr rfl fun ψ _ => ?_
      rw [AddChar.map_add_eq_mul]
      ring
    rw [e, AddChar.sum_apply_eq_ite]
    by_cases hxy : x = y
    · subst hxy
      simp [mul_comm]
    · have hne : x + -y ≠ 0 := by
        rwa [← sub_eq_add_neg, sub_ne_zero]
      rw [if_neg hne, if_neg hxy, mul_zero]
  simp only [structureFactor, Finset.sum_mul]
  rw [Finset.sum_comm, Finset.sum_congr rfl fun x _ => key x]
  simp

/-- Two densities with the same amplitudes on all rods are equal. -/
theorem eq_of_structureFactor_eq {f g : A → ℂ}
    (h : ∀ ψ, structureFactor f ψ = structureFactor g ψ) : f = g := by
  funext y
  have hc : (Fintype.card A : ℂ) ≠ 0 := Nat.cast_ne_zero.mpr Fintype.card_ne_zero
  refine mul_left_cancel₀ hc ?_
  calc (Fintype.card A : ℂ) * f y
      = ∑ ψ : AddChar A ℂ, structureFactor f ψ * ψ (-y) := (structureFactor_inversion f y).symm
    _ = ∑ ψ : AddChar A ℂ, structureFactor g ψ * ψ (-y) :=
        Finset.sum_congr rfl fun ψ _ => by rw [h ψ]
    _ = (Fintype.card A : ℂ) * g y := structureFactor_inversion g y

/-- A density is substrate-periodic if and only if its amplitude vanishes on every
fractional-order rod. -/
theorem periodic_iff_fractional_extinct (H : AddSubgroup A) (f : A → ℂ) :
    IsSubstratePeriodic H f ↔ ∀ ψ, IsFractional H ψ → structureFactor f ψ = 0 := by
  constructor
  · rintro hf ψ ⟨h, hh, hne⟩
    -- the amplitude equals itself times a phase different from one
    have s := structureFactor_shift f ψ h
    have e : (fun x => f (x + h)) = f := funext (hf h hh)
    rw [e] at s
    have z : (ψ h - 1) * structureFactor f ψ = 0 := by linear_combination s
    exact (mul_eq_zero.mp z).resolve_left (sub_ne_zero.mpr hne)
  · intro hf h hh x
    -- the translated density has the same amplitude on every rod
    have e : (fun x => f (x + h)) = f := by
      refine eq_of_structureFactor_eq fun ψ => ?_
      have s := structureFactor_shift f ψ h
      by_cases hψ : ψ h = 1
      · rwa [hψ, one_mul] at s
      · have h0 : ψ h ≠ 0 := by
          intro h0
          have u : ψ h * ψ (-h) = 1 := by
            rw [← AddChar.map_add_eq_mul, add_neg_cancel, AddChar.map_zero_eq_one]
          rw [h0, zero_mul] at u
          exact zero_ne_one u
        have z := hf ψ ⟨h, hh, hψ⟩
        rw [z] at s
        rw [z]
        exact (mul_eq_zero.mp s).resolve_left h0
    exact congrFun e x

/-- Two densities have the same amplitudes on all fractional-order rods if and only if their
difference is substrate-periodic. -/
theorem fractional_rods_eq_iff (H : AddSubgroup A) (f g : A → ℂ) :
    (∀ ψ, IsFractional H ψ → structureFactor f ψ = structureFactor g ψ) ↔
      IsSubstratePeriodic H (fun x => f x - g x) := by
  have hsub : ∀ ψ, structureFactor (fun x => f x - g x) ψ
      = structureFactor f ψ - structureFactor g ψ := by
    intro ψ
    simp only [structureFactor, sub_mul, Finset.sum_sub_distrib]
  rw [periodic_iff_fractional_extinct]
  exact forall₂_congr fun ψ _ => by rw [hsub, sub_eq_zero]

/-- For every density there is a different one with the same amplitudes on all fractional-order
rods. -/
theorem fractional_rods_not_unique (H : AddSubgroup A) (f : A → ℂ) :
    ∃ g, g ≠ f ∧ ∀ ψ, IsFractional H ψ → structureFactor g ψ = structureFactor f ψ := by
  -- add a uniform background
  refine ⟨fun x => f x + 1, fun e => ?_, (fractional_rods_eq_iff H _ f).mpr ?_⟩
  · have e0 := congrFun e 0
    simp at e0
  · intro h _ x
    show f (x + h) + 1 - f (x + h) = f x + 1 - f x
    ring

/-- If two densities have the same amplitudes on all fractional-order rods, and every site has
a substrate translate at which they agree, then they are equal. -/
theorem eq_of_fractional_rods_of_reference (H : AddSubgroup A) {f g : A → ℂ}
    (hrods : ∀ ψ, IsFractional H ψ → structureFactor f ψ = structureFactor g ψ)
    (href : ∀ x, ∃ h ∈ H, f (x + h) = g (x + h)) : f = g := by
  funext x
  obtain ⟨h, hh, e⟩ := href x
  have d : f (x + h) - g (x + h) = f x - g x :=
    (fractional_rods_eq_iff H f g).mp hrods h hh x
  linear_combination e - d

/-- On a rod that is not of fractional order, folding a density multiplies its amplitude by the
number of substrate translations. -/
theorem structureFactor_substrateFold (H : AddSubgroup A) [Fintype H] (f : A → ℂ)
    {ψ : AddChar A ℂ} (hψ : ¬ IsFractional H ψ) :
    structureFactor (substrateFold H f) ψ = (Fintype.card H : ℂ) * structureFactor f ψ := by
  have each : ∀ h : H, structureFactor (fun x => f (x + (h : A))) ψ = structureFactor f ψ := by
    intro h
    have h1 : ψ (h : A) = 1 := by
      by_contra hne
      exact hψ ⟨h, h.2, hne⟩
    have s := structureFactor_shift f ψ (h : A)
    rwa [h1, one_mul] at s
  calc structureFactor (substrateFold H f) ψ
      = ∑ h : H, structureFactor (fun x => f (x + (h : A))) ψ := by
        simp only [structureFactor, substrateFold, Finset.sum_mul]
        exact Finset.sum_comm
    _ = (Fintype.card H : ℂ) * structureFactor f ψ := by
        rw [Finset.sum_congr rfl fun h _ => each h]
        simp

/-- Two densities have the same amplitudes on all rods that are not of fractional order if and
only if their folded densities coincide. -/
theorem integer_rods_eq_iff (H : AddSubgroup A) [Fintype H] (f g : A → ℂ) :
    (∀ ψ, ¬ IsFractional H ψ → structureFactor f ψ = structureFactor g ψ) ↔
      substrateFold H f = substrateFold H g := by
  constructor
  · intro h
    refine eq_of_structureFactor_eq fun ψ => ?_
    by_cases hψ : IsFractional H ψ
    · -- folded densities are extinct on fractional-order rods
      rw [(periodic_iff_fractional_extinct H _).mp (substrateFold_periodic H f) ψ hψ,
        (periodic_iff_fractional_extinct H _).mp (substrateFold_periodic H g) ψ hψ]
    · rw [structureFactor_substrateFold H f hψ, structureFactor_substrateFold H g hψ, h ψ hψ]
  · intro h ψ hψ
    have hc : (Fintype.card H : ℂ) ≠ 0 := Nat.cast_ne_zero.mpr Fintype.card_ne_zero
    refine mul_left_cancel₀ hc ?_
    rw [← structureFactor_substrateFold H f hψ, ← structureFactor_substrateFold H g hψ, h]

end

end FractionalOrderRods
```

```lean
#print axioms FractionalOrderRods.periodic_iff_fractional_extinct
-- 'FractionalOrderRods.periodic_iff_fractional_extinct' depends on axioms: [propext, Classical.choice, Quot.sound]
#print axioms FractionalOrderRods.fractional_rods_not_unique
-- 'FractionalOrderRods.fractional_rods_not_unique' depends on axioms: [propext, Classical.choice, Quot.sound]
#print axioms FractionalOrderRods.eq_of_fractional_rods_of_reference
-- 'FractionalOrderRods.eq_of_fractional_rods_of_reference' depends on axioms: [propext, Classical.choice, Quot.sound]
#print axioms FractionalOrderRods.integer_rods_eq_iff
-- 'FractionalOrderRods.integer_rods_eq_iff' depends on axioms: [propext, Classical.choice, Quot.sound]
```

## What the theorems say about rods and densities

`AddChar A ℂ` is the type of rods, `structureFactor f ψ` is $F_f(\psi)$, and `AddSubgroup A` supplies $H$. The main theorem, `fractional_rods_eq_iff`, holds for every subgroup and every pair of complex densities. If $H=\{0\}$ there are no fractional-order rods and every density counts as periodic; if $H=A$ the periodic densities are the constants.

The amplitude is an unnormalised sum with phase $\psi(x)$, and inversion uses $\psi(-y)$. This accounts for the factor $|A|$ in `structureFactor_inversion`. Likewise, `substrateFold` is a sum over substrate translations, not an average.

In the proof, `structureFactor_shift` relabels sites with `Equiv.sum_comp`. Inversion exchanges two sums and uses Mathlib's character orthogonality, `AddChar.sum_apply_eq_ite`; `eq_of_structureFactor_eq` then cancels $|A|$. The two halves of `periodic_iff_fractional_extinct` are the two extinction arguments, with `by_cases` separating $\psi(h)=1$ from $\psi(h)\neq1$. The main theorem adds linearity through `hsub`.

`fractional_rods_not_unique` adds the uniform background, and `eq_of_fractional_rods_of_reference` uses the known sites. That agreement is needed on every coset: a nonzero constant added on a single coset changes the density but no fractional-order rod. `substrateFold_periodic` and `structureFactor_substrateFold` feed `integer_rods_eq_iff`.

For simulation practice, the result separates what the two classes of rods determine in a single-scattering model on a finite, commensurate grid. It takes complex amplitudes as given, whereas a diffraction experiment records intensities, and it requires every fractional-order rod of the grid, whereas data sets are truncated. On integer-order rods the bulk also scatters, and its amplitude must be subtracted before the rest can be read as $F_f$. Multiple scattering, noise and rounding do not enter the model. Variation along a rod enters only by treating each perpendicular momentum transfer separately, with its own $f$.
